# From the $S_z=0$ state of a spin 1, the exchange-cotunnelling weight to every orthogonal unit state is 1

A code that computes inelastic cotunnelling through a spin-1 molecule or adatom typically diagonalises the spin Hamiltonian and then fills a table of squared spin matrix elements, summed over $S_x$, $S_y$ and $S_z$ with $\hbar=1$. For isotropic exchange with unpolarised leads, these sums set, at lowest order, the relative heights of the conductance steps that start from the same level. For a single spin 1 with its field along the anisotropy axis, one row of that table is known in advance: the entries from the $S_z=0$ state $z$ to the other two levels are both 1, for any anisotropy and any field strength. If just one of $S_x$ and $S_y$ carries a factor of the wrong size, or its term is missing from the sum, at least one of these two entries differs from 1.

## The weight as norms minus a time-reversed overlap

Write a state as $f=(f_0,f_1,f_2)$, with components for $m=1,0,-1$ in that order, so that $z=(0,1,0)$. The inner product $\langle f,g\rangle=\sum_i f_i^*g_i$ is antilinear in its first argument, and $|f|^2=\langle f,f\rangle$. The weight from $g$ to $f$ is

$$W(f,g)=\sum_{a=x,y,z}|\langle f,S_a g\rangle|^2 .$$

This sum stands for isotropic exchange with unpolarised leads: tracing over the lead spins removes the cross terms between different $a$. With the time-reversed state $\Theta f=(-f_2^*,f_1^*,-f_0^*)$, all spin-1 states satisfy

$$W(f,g)=|f|^2|g|^2-|\langle\Theta f,g\rangle|^2 .$$

The Hamiltonian is $H=DS_z^2+E(S_x^2-S_y^2)+bS_z$, where $D$ and $E$ are the axial and transverse anisotropies and $b$ is the Zeeman energy. Two levels of different energy, both orthogonal to $z$, have mutual weight $E^2/(E^2+b^2)$.

## Using the values as a check

The row from $z$ tests the sizes of $S_x$ and $S_y$ and their terms in the sum. It does not test the $S_z$ term, because $S_zz=0$. The entry between the other two levels comes entirely from the $S_z$ term, so for $E\neq0$ it shows whether that term is present. It also tests the eigenvectors, because it depends on how strongly the transverse anisotropy mixes $m=1$ and $m=-1$ against the Zeeman splitting.

When $D^2=E^2+b^2$, at least one other level meets $z$ at energy zero, and an eigensolver may return mixtures of the degenerate states. The comparison should then use the vector $(0,1,0)$ itself and unit states orthogonal to it.

## Derivation by components

**The identity.** Set $A=f_1^*g_0+f_2^*g_1$ and $B=f_1^*g_2+f_0^*g_1$. The spin matrices give

$$\langle f,S_xg\rangle=\tfrac{1}{\sqrt2}(A+B),\quad \langle f,S_yg\rangle=\tfrac{i}{\sqrt2}(A-B),\quad \langle f,S_zg\rangle=f_0^*g_0-f_2^*g_2 .$$

The first two squared moduli add up to $|A|^2+|B|^2$, so

$$\begin{aligned}W(f,g)={}&|f_1g_0|^2+|f_2g_1|^2+|f_1g_2|^2+|f_0g_1|^2+|f_0g_0|^2+|f_2g_2|^2\\&+2\,\mathrm{Re}(f_1^*g_1^*f_2g_0+f_1^*g_1^*f_0g_2-f_0^*g_2^*f_2g_0).\end{aligned}$$

The overlap is $\langle\Theta f,g\rangle=f_1g_1-f_2g_0-f_0g_2$. Its squared modulus contains the three missing squares, $|f_1g_1|^2+|f_2g_0|^2+|f_0g_2|^2$, and the same real part with the opposite sign. Adding it to $W$ leaves all nine products $|f_i|^2|g_j|^2$, which is $|f|^2|g|^2$.

**The row from $z$.** For $g=z$ the overlap is $f_1$. If $f$ is a unit vector orthogonal to $z$, then $f_1=0$ and $W(f,z)=1$.

**The levels.** Multiplying out the spin matrices gives

$$H=\begin{pmatrix}D+b&0&E\\0&0&0\\E&0&D-b\end{pmatrix}.$$

Hence $Hz=0$. The middle row of $Hf=ef$ reads $0=ef_1$, so a level with $e\neq0$ is orthogonal to $z$ and has weight 1 from it.

For a unit level with $f_1=0$, put $x=e-D$. The outer rows are

$$(x-b)f_0=Ef_2,\qquad (x+b)f_2=Ef_0 .$$

Combining them gives $(x^2-b^2-E^2)f_0=0$ and the same for $f_2$. Since $f\neq0$, $x^2=E^2+b^2$, that is, $e=D\pm\sqrt{E^2+b^2}$. Next multiply the rows by $f_0^*$ and $f_2^*$. The right-hand sides have equal real parts, so $(x-b)|f_0|^2=(x+b)|f_2|^2$. With $p=|f_0|^2-|f_2|^2=\langle S_z\rangle_f$ and $|f_0|^2+|f_2|^2=1$, this is $xp=b$.

**Between the other two levels.** Let $g$ be a second such level with energy $e'\neq e$, and let $x'$ and $p'$ be its values of $x$ and $p$. Then $x'=-x\neq0$, and $\langle f,g\rangle=0$ because $H$ is Hermitian. Expanding the moduli gives

$$|f_2g_0+f_0g_2|^2=|f_0^*g_0+f_2^*g_2|^2-pp'=-pp' .$$

From $xp=b$ and $x'p'=b$ it follows that $-(E^2+b^2)pp'=b^2$. Therefore $W(f,g)=1+pp'=E^2/(E^2+b^2)$.

## Worked values at $D=10$, $E=3$, $b=4$

Here $\sqrt{E^2+b^2}=5$, so the energies are 0, 5 and 15. The level at 15 is $f=(3,0,1)/\sqrt{10}$ and the level at 5 is $g=(1,0,-3)/\sqrt{10}$.

| Transition | $S_x$ part | $S_y$ part | $S_z$ part | $W$ |
|---|---|---|---|---|
| $z\to f$ | 0.8 | 0.2 | 0 | 1 |
| $z\to g$ | 0.2 | 0.8 | 0 | 1 |
| $g\to f$ | 0 | 0 | 0.36 | 0.36 |

The last entry is $9/25$, as the formula gives. In the limit $E=0$ with $b\neq0$, the two levels are the pure states $m=\pm1$, which no single spin operator connects, and their mutual weight is 0.

## The Lean file

```lean
import Mathlib

open Matrix

namespace SpinOneCotunnelling

noncomputable section

/-- The number `1/√2` that appears in the transverse spin-1 matrices. -/
def halfRoot : ℂ := ((√2 / 2 : ℝ) : ℂ)

/-- The spin-1 matrix `Sx` in the basis `m = 1, 0, -1`. -/
def spinX : Matrix (Fin 3) (Fin 3) ℂ :=
  !![0, halfRoot, 0; halfRoot, 0, halfRoot; 0, halfRoot, 0]

/-- The spin-1 matrix `Sy` in the basis `m = 1, 0, -1`. -/
def spinY : Matrix (Fin 3) (Fin 3) ℂ :=
  !![0, -(Complex.I * halfRoot), 0;
     Complex.I * halfRoot, 0, -(Complex.I * halfRoot);
     0, Complex.I * halfRoot, 0]

/-- The spin-1 matrix `Sz` in the basis `m = 1, 0, -1`. -/
def spinZ : Matrix (Fin 3) (Fin 3) ℂ := !![1, 0, 0; 0, 0, 0; 0, 0, -1]

/-- The anisotropic spin Hamiltonian `D Sz² + E (Sx² - Sy²) + b Sz`. -/
def hamiltonian (D E b : ℝ) : Matrix (Fin 3) (Fin 3) ℂ :=
  (D : ℂ) • (spinZ * spinZ) + (E : ℂ) • (spinX * spinX - spinY * spinY) + (b : ℂ) • spinZ

/-- The state with `Sz = 0`. -/
def zeroState : Fin 3 → ℂ := ![0, 1, 0]

/-- The time-reversed spin-1 state. -/
def timeReversed (f : Fin 3 → ℂ) : Fin 3 → ℂ := ![-star (f 2), star (f 1), -star (f 0)]

/-- The exchange-cotunnelling weight from `g` to `f`: the squared matrix elements
of the three spin components, added up. -/
def spinFlipWeight (f g : Fin 3 → ℂ) : ℝ :=
  ‖star f ⬝ᵥ spinX *ᵥ g‖ ^ 2 + ‖star f ⬝ᵥ spinY *ᵥ g‖ ^ 2 + ‖star f ⬝ᵥ spinZ *ᵥ g‖ ^ 2

/-- `f` is a unit eigenstate of the spin Hamiltonian with energy `e`. -/
def IsLevel (D E b e : ℝ) (f : Fin 3 → ℂ) : Prop :=
  ∑ i, ‖f i‖ ^ 2 = 1 ∧ hamiltonian D E b *ᵥ f = (e : ℂ) • f

/-- Time reversal changes the sign of every spin component. -/
theorem timeReversed_spin (f : Fin 3 → ℂ) :
    timeReversed (spinX *ᵥ f) = -(spinX *ᵥ timeReversed f) ∧
    timeReversed (spinY *ᵥ f) = -(spinY *ᵥ timeReversed f) ∧
    timeReversed (spinZ *ᵥ f) = -(spinZ *ᵥ timeReversed f) := by
  have hc : (starRingEnd ℂ) halfRoot = halfRoot := Complex.conj_ofReal _
  refine ⟨?_, ?_, ?_⟩ <;> ext i <;> fin_cases i <;>
    simp [timeReversed, spinX, spinY, spinZ, Matrix.mulVec, dotProduct,
      Fin.sum_univ_three, hc] <;> ring

/-- The spin Hamiltonian written out in the basis `m = 1, 0, -1`. -/
theorem hamiltonian_eq (D E b : ℝ) :
    hamiltonian D E b = !![(D : ℂ) + b, 0, E; 0, 0, 0; E, 0, (D : ℂ) - b] := by
  have hc : halfRoot * halfRoot = 1 / 2 := by
    have h : √2 / 2 * (√2 / 2) = (1 / 2 : ℝ) := by
      linear_combination (1 / 4) * Real.mul_self_sqrt (show (0 : ℝ) ≤ 2 by norm_num)
    rw [halfRoot, ← Complex.ofReal_mul, h]
    norm_num
  have hI : Complex.I * halfRoot * (Complex.I * halfRoot) = -(1 / 2) := by
    linear_combination (halfRoot * halfRoot) * Complex.I_mul_I - hc
  have hxy : spinX * spinX - spinY * spinY = !![0, 0, 1; 0, 0, 0; 1, 0, 0] := by
    ext i j
    fin_cases i <;> fin_cases j <;>
      simp [spinX, spinY, hc, hI] <;> norm_num
  have hz : spinZ * spinZ = !![1, 0, 0; 0, 0, 0; 0, 0, 1] := by
    ext i j
    fin_cases i <;> fin_cases j <;> simp [spinZ, Matrix.mul_apply, Fin.sum_univ_three]
  rw [hamiltonian, hxy, hz]
  ext i j
  fin_cases i <;> fin_cases j <;> simp [spinZ]
  ring

/-- The cotunnelling weight between any two spin-1 states is the product of their
squared norms minus the squared overlap of one with the time reverse of the other. -/
theorem spinFlipWeight_eq (f g : Fin 3 → ℂ) :
    spinFlipWeight f g =
      (∑ i, ‖f i‖ ^ 2) * (∑ i, ‖g i‖ ^ 2) - ‖star (timeReversed f) ⬝ᵥ g‖ ^ 2 := by
  have hc : Complex.normSq halfRoot = 1 / 2 := by
    rw [halfRoot, Complex.normSq_ofReal]
    linear_combination (1 / 4) * Real.mul_self_sqrt (show (0 : ℝ) ≤ 2 by norm_num)
  -- the three transition amplitudes and the time-reversed overlap
  have hx : star f ⬝ᵥ spinX *ᵥ g =
      halfRoot * (star (f 1) * (g 0 + g 2) + (star (f 0) + star (f 2)) * g 1) := by
    simp [spinX, Matrix.mulVec, dotProduct, Fin.sum_univ_three]
    ring
  have hy : star f ⬝ᵥ spinY *ᵥ g = Complex.I * halfRoot *
      (star (f 1) * (g 0 - g 2) + (star (f 2) - star (f 0)) * g 1) := by
    simp [spinY, Matrix.mulVec, dotProduct, Fin.sum_univ_three]
    ring
  have hz : star f ⬝ᵥ spinZ *ᵥ g = star (f 0) * g 0 - star (f 2) * g 2 := by
    simp [spinZ, Matrix.mulVec, dotProduct, Fin.sum_univ_three]
    ring
  have ht : star (timeReversed f) ⬝ᵥ g = f 1 * g 1 - f 2 * g 0 - f 0 * g 2 := by
    simp [timeReversed, dotProduct, Fin.sum_univ_three]
    ring
  rw [spinFlipWeight, hx, hy, hz, ht]
  simp only [Complex.sq_norm, Complex.normSq_mul, hc, Complex.normSq_I, Fin.sum_univ_three]
  simp only [Complex.normSq_apply, Complex.add_re, Complex.add_im, Complex.sub_re,
    Complex.sub_im, Complex.mul_re, Complex.mul_im, Complex.star_def, Complex.conj_re,
    Complex.conj_im]
  ring

/-- Every unit state orthogonal to the `Sz = 0` state is reached from it with total
spin-flip weight one. -/
theorem spinFlipWeight_zeroState (f : Fin 3 → ℂ) (hf : ∑ i, ‖f i‖ ^ 2 = 1)
    (hz : star zeroState ⬝ᵥ f = 0) : spinFlipWeight f zeroState = 1 := by
  have h1 : f 1 = 0 := by
    simpa [zeroState, dotProduct, Fin.sum_univ_three] using hz
  rw [spinFlipWeight_eq, hf]
  simp [zeroState, timeReversed, dotProduct, Fin.sum_univ_three, h1]

/-- The `Sz = 0` state has energy zero, and each unit eigenstate of nonzero energy is
reached from it with weight one, whatever the anisotropies and the field. -/
theorem weight_from_zeroState (D E b : ℝ) :
    hamiltonian D E b *ᵥ zeroState = 0 ∧
    ∀ (e : ℝ) (f : Fin 3 → ℂ), e ≠ 0 → IsLevel D E b e f →
      spinFlipWeight f zeroState = 1 := by
  constructor
  · rw [hamiltonian_eq]
    ext i
    fin_cases i <;> simp [zeroState, Matrix.mulVec, dotProduct, Fin.sum_univ_three]
  · intro e f he hf
    have h := hf.2
    rw [hamiltonian_eq] at h
    have h1 : f 1 = 0 := by
      simpa [Matrix.mulVec, dotProduct, Fin.sum_univ_three, he] using congrFun h 1
    apply spinFlipWeight_zeroState f hf.1
    simp [zeroState, dotProduct, Fin.sum_univ_three, h1]

/-- The eigenvalue equation in the components `m = 1` and `m = -1`. -/
theorem level_components {D E b e : ℝ} {f : Fin 3 → ℂ} (hf : IsLevel D E b e f) :
    ((D : ℂ) + b) * f 0 + E * f 2 = e * f 0 ∧
    (E : ℂ) * f 0 + ((D : ℂ) - b) * f 2 = e * f 2 := by
  have h := hf.2
  rw [hamiltonian_eq] at h
  constructor
  · simpa [Matrix.mulVec, dotProduct, Fin.sum_univ_three] using congrFun h 0
  · simpa [Matrix.mulVec, dotProduct, Fin.sum_univ_three] using congrFun h 2

/-- For a level without `m = 0` component, the energy measured from `D` has square
`E² + b²`, and its product with the mean of `Sz` is `b`. -/
theorem level_polarisation {D E b e : ℝ} {f : Fin 3 → ℂ} (hf : IsLevel D E b e f)
    (h1 : f 1 = 0) :
    (e - D) ^ 2 = E ^ 2 + b ^ 2 ∧ (e - D) * (‖f 0‖ ^ 2 - ‖f 2‖ ^ 2) = b := by
  obtain ⟨h0, h2⟩ := level_components hf
  have hn := hf.1
  constructor
  · by_contra hne
    have hc : ((e : ℂ) - D) ^ 2 - ((E : ℂ) ^ 2 + (b : ℂ) ^ 2) ≠ 0 := by
      intro h
      apply hne
      have h' : (((e - D) ^ 2 - (E ^ 2 + b ^ 2) : ℝ) : ℂ) = 0 := by
        push_cast
        exact h
      linarith [Complex.ofReal_eq_zero.mp h']
    -- otherwise both remaining components would vanish
    have k0 : (((e : ℂ) - D) ^ 2 - ((E : ℂ) ^ 2 + (b : ℂ) ^ 2)) * f 0 = 0 := by
      linear_combination (-((b : ℂ) + (e - D))) * h0 - (E : ℂ) * h2
    have k2 : (((e : ℂ) - D) ^ 2 - ((E : ℂ) ^ 2 + (b : ℂ) ^ 2)) * f 2 = 0 := by
      linear_combination ((b : ℂ) - (e - D)) * h2 - (E : ℂ) * h0
    have z0 := (mul_eq_zero.mp k0).resolve_left hc
    have z2 := (mul_eq_zero.mp k2).resolve_left hc
    simp [Fin.sum_univ_three, z0, h1, z2] at hn
  · have r0 := congrArg Complex.re h0
    have i0 := congrArg Complex.im h0
    have r2 := congrArg Complex.re h2
    have i2 := congrArg Complex.im h2
    simp only [Complex.add_re, Complex.add_im, Complex.sub_re, Complex.sub_im,
      Complex.mul_re, Complex.mul_im, Complex.ofReal_re, Complex.ofReal_im] at r0 i0 r2 i2
    simp only [Fin.sum_univ_three, h1, Complex.sq_norm, Complex.normSq_apply,
      Complex.zero_re, Complex.zero_im] at hn ⊢
    linear_combination (-(f 0).re) * r0 - (f 0).im * i0 + (f 2).re * r2
      + (f 2).im * i2 + b * hn

/-- Between two levels of different energy, both orthogonal to the `Sz = 0` state,
the cotunnelling weight is `E² / (E² + b²)`. -/
theorem weight_between_upper_levels {D E b e e' : ℝ} {f g : Fin 3 → ℂ}
    (hf : IsLevel D E b e f) (hg : IsLevel D E b e' g) (hne : e ≠ e')
    (hzf : star zeroState ⬝ᵥ f = 0) (hzg : star zeroState ⬝ᵥ g = 0) :
    spinFlipWeight f g = E ^ 2 / (E ^ 2 + b ^ 2) := by
  have f1 : f 1 = 0 := by simpa [zeroState, dotProduct, Fin.sum_univ_three] using hzf
  have g1 : g 1 = 0 := by simpa [zeroState, dotProduct, Fin.sum_univ_three] using hzg
  obtain ⟨mf, pf⟩ := level_polarisation hf f1
  obtain ⟨mg, pg⟩ := level_polarisation hg g1
  obtain ⟨a0, a2⟩ := level_components hf
  obtain ⟨b0, b2⟩ := level_components hg
  -- different energies make the two states orthogonal
  have c0 := congrArg (starRingEnd ℂ) a0
  have c2 := congrArg (starRingEnd ℂ) a2
  simp only [map_add, map_sub, map_mul, Complex.conj_ofReal] at c0 c2
  have ho : (starRingEnd ℂ) (f 0) * g 0 + (starRingEnd ℂ) (f 2) * g 2 = 0 := by
    have h : ((e : ℂ) - e') *
        ((starRingEnd ℂ) (f 0) * g 0 + (starRingEnd ℂ) (f 2) * g 2) = 0 := by
      linear_combination (-g 0) * c0 - g 2 * c2 + (starRingEnd ℂ) (f 0) * b0
        + (starRingEnd ℂ) (f 2) * b2
    refine (mul_eq_zero.mp h).resolve_left ?_
    intro h'
    exact hne (Complex.ofReal_injective (sub_eq_zero.mp h'))
  -- the time-reversed overlap is fixed by the two polarisations
  have ht : star (timeReversed f) ⬝ᵥ g = -(f 2 * g 0 + f 0 * g 2) := by
    simp [timeReversed, dotProduct, Fin.sum_univ_three, f1]
    ring
  have hk : ‖f 2 * g 0 + f 0 * g 2‖ ^ 2 =
      -((‖f 0‖ ^ 2 - ‖f 2‖ ^ 2) * (‖g 0‖ ^ 2 - ‖g 2‖ ^ 2)) := by
    have h : ‖f 2 * g 0 + f 0 * g 2‖ ^ 2 =
        ‖(starRingEnd ℂ) (f 0) * g 0 + (starRingEnd ℂ) (f 2) * g 2‖ ^ 2
          - (‖f 0‖ ^ 2 - ‖f 2‖ ^ 2) * (‖g 0‖ ^ 2 - ‖g 2‖ ^ 2) := by
      simp only [Complex.sq_norm, Complex.normSq_apply, Complex.add_re, Complex.add_im,
        Complex.mul_re, Complex.mul_im, Complex.conj_re, Complex.conj_im]
      ring
    rw [h, ho, norm_zero]
    ring
  -- the two energies lie opposite each other about `D`
  have hs : (e - D) + (e' - D) = 0 := by
    have h : (e - e') * ((e - D) + (e' - D)) = 0 := by linear_combination mf - mg
    exact (mul_eq_zero.mp h).resolve_left (sub_ne_zero.mpr hne)
  have hr : E ^ 2 + b ^ 2 ≠ 0 := by
    intro h
    have h0 : e - D = 0 := pow_eq_zero_iff (two_ne_zero) |>.mp (mf.trans h)
    exact hne (by linarith)
  rw [spinFlipWeight_eq, hf.1, hg.1, ht, norm_neg, hk, eq_div_iff hr]
  linear_combination
    (-((‖f 0‖ ^ 2 - ‖f 2‖ ^ 2) * (‖g 0‖ ^ 2 - ‖g 2‖ ^ 2))) * mf
    + (‖f 0‖ ^ 2 - ‖f 2‖ ^ 2) * (‖g 0‖ ^ 2 - ‖g 2‖ ^ 2) * (e - D) * hs
    - (e' - D) * (‖g 0‖ ^ 2 - ‖g 2‖ ^ 2) * pf - b * pg

end

end SpinOneCotunnelling
```

```lean
#print axioms SpinOneCotunnelling.timeReversed_spin
-- 'SpinOneCotunnelling.timeReversed_spin' depends on axioms: [propext, Classical.choice, Quot.sound]
#print axioms SpinOneCotunnelling.spinFlipWeight_zeroState
-- 'SpinOneCotunnelling.spinFlipWeight_zeroState' depends on axioms: [propext, Classical.choice, Quot.sound]
#print axioms SpinOneCotunnelling.weight_from_zeroState
-- 'SpinOneCotunnelling.weight_from_zeroState' depends on axioms: [propext, Classical.choice, Quot.sound]
#print axioms SpinOneCotunnelling.weight_between_upper_levels
-- 'SpinOneCotunnelling.weight_between_upper_levels' depends on axioms: [propext, Classical.choice, Quot.sound]
```

## How the Lean statements encode the physics

States are functions `Fin 3 → ℂ`, and their indices 0, 1, 2 are those used above. The spin operators are explicit matrices with $\hbar=1$. `spinFlipWeight f g` is $W(f,g)$, with the initial state second. `IsLevel D E b e f` says that `f` has unit norm and satisfies the eigenvalue equation with real energy `e`.

- `spinFlipWeight_eq` is the identity for any two vectors, normalised or not.
- `spinFlipWeight_zeroState` gives weight 1 from $z$ to any orthogonal unit vector, whether or not it is an eigenstate.
- `weight_from_zeroState` states that $Hz=0$ and gives weight 1 for every unit eigenstate of nonzero energy.
- `weight_between_upper_levels` gives $E^2/(E^2+b^2)$. Its hypothesis `e ≠ e'` excludes $E=b=0$. The word "upper" in its name fits the case $D>\sqrt{E^2+b^2}$, where both levels lie above $z$, but the theorem holds for any $D$.

## How the proof follows the algebra

`timeReversed_spin` checks by components that $\Theta$ reverses all three spin operators, which justifies its name. `hamiltonian_eq` multiplies out the matrices.

In `spinFlipWeight_eq`, the steps `hx`, `hy`, `hz` and `ht` are the three amplitudes and the overlap. The squared moduli are then expanded in real and imaginary parts, and `ring` performs the cancellation.

`level_components` extracts the two outer rows. `level_polarisation` obtains $x^2=E^2+b^2$ by contradiction, since otherwise both remaining components would vanish. It obtains $xp=b$ from the real and imaginary parts of the rows.

In the last theorem, `ho` is the orthogonality of the two levels, `hk` the squared overlap $-pp'$, and `hs` the relation $x'=-x$. After `hk` has been substituted, the closing `linear_combination` uses `hs`, the relation $x^2=E^2+b^2$ and the two polarisation equations.

## Limits of the model

The theorems restrict the energy of any level orthogonal to $z$ to $D\pm\sqrt{E^2+b^2}$; they do not state that both values occur. The field must lie along the axis of $S_z$ for the results about levels, since a transverse field stops $z$ from being an eigenstate. The identity for $W$ involves no Hamiltonian and holds for any pair of spin-1 states.

$W$ is a matrix-element factor and not a current. Exchange strength, lead densities of states, level populations and thermal factors enter separately, and so do the higher-order processes behind the Kondo effect. With polarised leads the sum $W$ itself has to be replaced, because cross terms between different $a$ can survive the trace over the lead spins. For transport simulation, the result fixes the relative exchange weights of the steps at lowest order, for one isolated spin 1 coupled isotropically to unpolarised leads.
